# Sublattice sign rule for the particle–hole sum of a chiral hopping Hamiltonian

The static response is modelled here as a finite sum over real orbitals, with every negative level filled and every positive level empty. Zero modes are left out of the sum. If the chiral Hamiltonian $H$ is invertible there are none, and the sum describes non-interacting electrons at half filling and zero temperature.

In Lean 4 with Mathlib:

```lean
import Mathlib

open Matrix Filter Topology

namespace BipartiteResponse

noncomputable section

variable {n : Type*} [Fintype n] [DecidableEq n]
```

The lattice sites form a finite type `n`. The orbitals carry labels from the same type, so an orthonormal set is complete. `u a i` is the amplitude $u_a(i)$, and $Hu_a=E_au_a$. Levels may be degenerate, and the symmetry of $H$ follows from the eigenbasis.

```lean
/-- The real orbitals `u a` are orthonormal eigenvectors of `H` with energies `E a`,
one for each site of the lattice. -/
structure IsEigenbasis (H : Matrix n n ℝ) (E : n → ℝ) (u : n → n → ℝ) : Prop where
  orthonormal : ∀ a b, u a ⬝ᵥ u b = if a = b then 1 else 0
  eigen : ∀ a, H *ᵥ u a = E a • u a
```

Signs $s_i=\pm1$ mark the sublattices. With $S=\mathrm{diag}(s_i)$, the chiral condition is $SHS=-H$.

```lean
/-- The sublattice signs `s i = ±1` reverse the Hamiltonian: `S H S = -H`. -/
structure IsChiral (s : n → ℝ) (H : Matrix n n ℝ) : Prop where
  sign : ∀ i, s i = 1 ∨ s i = -1
  flip : diagonal s * H * diagonal s = -H
```

The central quantity is

$$P_{ij}=\sum_{E_a<0<E_b}\frac{u_a(i)u_b(i)u_a(j)u_b(j)}{E_b-E_a}.$$

```lean
/-- The particle-hole sum between sites `i` and `j`, over transitions from negative
to positive levels, each divided by its excitation energy. -/
def particleHoleSum (E : n → ℝ) (u : n → n → ℝ) (i j : n) : ℝ :=
  ∑ a, ∑ b, if E a < 0 ∧ 0 < E b then
    u a i * u b i * u a j * u b j / (E b - E a) else 0
```

The filled levels also define the density matrix $\rho_{ij}=\sum_{E_a<0}u_a(i)u_a(j)$.

```lean
/-- The one-particle density matrix of the filled negative levels, for one spin. -/
def densityMatrix (E : n → ℝ) (u : n → n → ℝ) (i j : n) : ℝ :=
  ∑ a, if E a < 0 then u a i * u a j else 0
```

Classical spins along one axis act on the electrons as fields $h_i$ for one spin species and $-h_i$ for the other. Both species contribute equally at second order:

$$E^{(2)}=-2\sum_{E_a<0<E_b}\frac{\left(\sum_i u_a(i)h_iu_b(i)\right)^2}{E_b-E_a}.$$

This perturbative formula is taken as the definition.

```lean
/-- The second-order energy of two spin species in local fields `h i` and `-h i`,
summed over transitions from negative to positive levels. -/
def exchangeEnergy (E : n → ℝ) (u : n → n → ℝ) (h : n → ℝ) : ℝ :=
  -2 * ∑ a, ∑ b, if E a < 0 ∧ 0 < E b then
    (∑ i, u a i * h i * u b i) ^ 2 / (E b - E a) else 0
```

Entrywise, $(SHS)_{ij}=s_is_jH_{ij}$. Between opposite sublattices this is $-H_{ij}$. Within a sublattice $H_{ij}$ must vanish, including the on-site energies.

```lean
/-- If `H` has no matrix elements within a sublattice, the sublattice signs reverse it. -/
theorem isChiral_of_bipartite {s : n → ℝ} {H : Matrix n n ℝ}
    (hs : ∀ i, s i = 1 ∨ s i = -1) (h : ∀ i j, s i = s j → H i j = 0) :
    IsChiral s H := by
  refine ⟨hs, ?_⟩
  ext i j
  rw [mul_diagonal, diagonal_mul, Matrix.neg_apply]
  rcases hs i with h1 | h1 <;> rcases hs j with h2 | h2
  · simp [h i j (h1.trans h2.symm)]
  · rw [h1, h2]; ring
  · rw [h1, h2]; ring
  · simp [h i j (h1.trans h2.symm)]
```

Since $S^2=1$, the chiral condition gives $HS=-SH$. Let $C_{ab}=\sum_i u_a(i)s_iu_b(i)$. Taking $HS=-SH$ between orbitals gives $E_aC_{ab}=-C_{ab}E_b$, so $C_{ab}\ne0$ forces $E_a=-E_b$. Hence $f(E_a)C_{ab}=C_{ab}f(-E_b)$ for any function $f$. Back in the site basis this reads $f(H)=Sf(-H)S$, or

$$\sum_a f(E_a)u_a(i)u_a(j)=s_is_j\sum_a f(-E_a)u_a(i)u_a(j).$$

In the code, `hDC` is the relation for $C$, `hfC` applies $f$ by cases on $C_{ab}=0$, and `hfin` returns to sites.

```lean
/-- Spectral mirror: for a chiral Hamiltonian, the matrix element of `f(H)` between two sites is
that of `f(-H)` multiplied by the two sublattice signs. -/
theorem spectral_mirror {s E : n → ℝ} {H : Matrix n n ℝ} {u : n → n → ℝ}
    (hH : IsChiral s H) (hu : IsEigenbasis H E u) (f : ℝ → ℝ) (i j : n) :
    ∑ a, f (E a) * (u a i * u a j) =
      s i * s j * ∑ a, f (-E a) * (u a i * u a j) := by
  let U : Matrix n n ℝ := of u
  have hUU : U * Uᵀ = 1 := by
    ext a b
    rw [Matrix.one_apply, ← hu.orthonormal a b]
    rfl
  have hU' : Uᵀ * U = 1 := mul_eq_one_comm.mp hUU
  have hSS : diagonal s * diagonal s = 1 := by
    have h1 : (fun i => s i * s i) = fun _ => (1 : ℝ) := by
      funext i
      rcases hH.sign i with h | h <;> norm_num [h]
    rw [diagonal_mul_diagonal, h1, diagonal_one]
  have hHU : H * Uᵀ = Uᵀ * diagonal E := by
    ext i a
    rw [mul_diagonal]
    have h := congrFun (hu.eigen a) i
    exact h.trans (mul_comm _ _)
  have hUH : U * H = diagonal E * U := by
    calc U * H = U * H * (Uᵀ * U) := by rw [hU', mul_one]
      _ = U * (H * Uᵀ) * U := by simp only [mul_assoc]
      _ = diagonal E * U := by rw [hHU, ← mul_assoc, hUU, one_mul]
  have hHS : H * diagonal s = -(diagonal s * H) := by
    calc H * diagonal s = (diagonal s * diagonal s) * (H * diagonal s) := by
          rw [hSS, one_mul]
      _ = diagonal s * (diagonal s * H * diagonal s) := by simp only [mul_assoc]
      _ = _ := by rw [hH.flip, mul_neg]
  -- the sublattice signs connect only levels of opposite energy
  have hDC : diagonal E * (U * diagonal s * Uᵀ) =
      -(U * diagonal s * Uᵀ * diagonal E) := by
    calc diagonal E * (U * diagonal s * Uᵀ)
        = (diagonal E * U) * diagonal s * Uᵀ := by simp only [mul_assoc]
      _ = U * (H * diagonal s) * Uᵀ := by rw [← hUH]; simp only [mul_assoc]
      _ = -(U * diagonal s * (H * Uᵀ)) := by rw [hHS]; noncomm_ring
      _ = _ := by rw [hHU]; simp only [mul_assoc]
  have hfC : diagonal (fun a => f (E a)) * (U * diagonal s * Uᵀ) =
      U * diagonal s * Uᵀ * diagonal (fun a => f (-E a)) := by
    ext a b
    have h := congrFun (congrFun hDC a) b
    rw [diagonal_mul, Matrix.neg_apply, mul_diagonal] at h
    rw [diagonal_mul, mul_diagonal]
    by_cases hc : (U * diagonal s * Uᵀ) a b = 0
    · rw [hc, mul_zero, zero_mul]
    · have he : E a = -E b := mul_right_cancel₀ hc (by linear_combination h)
      rw [he, mul_comm]
  have hfin : diagonal s * (Uᵀ * diagonal (fun a => f (-E a)) * U) * diagonal s =
      Uᵀ * diagonal (fun a => f (E a)) * U := by
    calc _ = (Uᵀ * U) * (diagonal s * (Uᵀ * diagonal (fun a => f (-E a)) * U)
            * diagonal s) := by rw [hU', one_mul]
      _ = Uᵀ * (U * diagonal s * Uᵀ * diagonal (fun a => f (-E a))) * U
            * diagonal s := by simp only [mul_assoc]
      _ = Uᵀ * (diagonal (fun a => f (E a)) * (U * diagonal s * Uᵀ)) * U
            * diagonal s := by rw [hfC]
      _ = Uᵀ * diagonal (fun a => f (E a)) * U * diagonal s * (Uᵀ * U)
            * diagonal s := by simp only [mul_assoc]
      _ = Uᵀ * diagonal (fun a => f (E a)) * U * (diagonal s * diagonal s) := by
          rw [hU', mul_one, mul_assoc _ (diagonal s) (diagonal s)]
      _ = _ := by rw [hSS, mul_one]
  have hent : ∀ g : n → ℝ, (Uᵀ * diagonal g * U) i j = ∑ a, g a * (u a i * u a j) := by
    intro g
    rw [Matrix.mul_apply]
    refine Finset.sum_congr rfl fun a _ => ?_
    rw [mul_diagonal]
    change u a i * g a * u a j = _
    ring
  have h := congrFun (congrFun hfin i) j
  rw [mul_diagonal, diagonal_mul] at h
  simp only [hent] at h
  linear_combination -h
```

For positive energies $e_b$ and real weights $g_b$, define

$$F(\tau)=\sum_{b,c}\frac{g_bg_c}{e_b+e_c}e^{-(e_b+e_c)\tau},\qquad F'(\tau)=-\Big(\sum_b g_be^{-e_b\tau}\Big)^2\le0.$$

$F$ decreases to zero, so $F(0)\ge0$. If $F(0)=0$, then $\tau=0$ is a minimum, $F'(0)=0$, and $\sum_bg_b=0$. The steps `hder`, `hanti`, `hlim` and `hmin` follow this order.

```lean
omit [Fintype n] [DecidableEq n] in
/-- For positive energies `e b` and real weights `g b`, the quadratic form with kernel
`1 / (e b + e c)` is nonnegative, and positive if the weights have a nonzero sum. -/
theorem energy_kernel_nonneg (t : Finset n) (g e : n → ℝ) (he : ∀ b ∈ t, 0 < e b) :
    0 ≤ ∑ b ∈ t, ∑ c ∈ t, g b * g c / (e b + e c) ∧
      (∑ b ∈ t, g b ≠ 0 → 0 < ∑ b ∈ t, ∑ c ∈ t, g b * g c / (e b + e c)) := by
  -- damp the form in imaginary time
  obtain ⟨F, hF⟩ : ∃ F : ℝ → ℝ, F = fun τ => ∑ b ∈ t, ∑ c ∈ t,
      g b * g c / (e b + e c) * Real.exp (-(e b + e c) * τ) := ⟨_, rfl⟩
  have hder : ∀ τ, HasDerivAt F (-(∑ b ∈ t, g b * Real.exp (-e b * τ)) ^ 2) τ := by
    intro τ
    have h1 : HasDerivAt F (∑ b ∈ t, ∑ c ∈ t, g b * g c / (e b + e c) *
        (Real.exp (-(e b + e c) * τ) * (-(e b + e c)))) τ := by
      rw [hF]
      refine HasDerivAt.fun_sum fun b _ => HasDerivAt.fun_sum fun c _ => ?_
      have h2 : HasDerivAt (fun x : ℝ => -(e b + e c) * x) (-(e b + e c)) τ :=
        ((hasDerivAt_id' τ).const_mul _).congr_deriv (mul_one _)
      exact h2.exp.const_mul _
    refine h1.congr_deriv ?_
    rw [sq, Finset.sum_mul_sum, ← Finset.sum_neg_distrib]
    refine Finset.sum_congr rfl fun b hb => ?_
    rw [← Finset.sum_neg_distrib]
    refine Finset.sum_congr rfl fun c hc => ?_
    have hq : g b * g c / (e b + e c) * (e b + e c) = g b * g c :=
      div_mul_cancel₀ _ (add_pos (he b hb) (he c hc)).ne'
    have hx : Real.exp (-(e b + e c) * τ) =
        Real.exp (-e b * τ) * Real.exp (-e c * τ) := by
      rw [← Real.exp_add]; congr 1; ring
    rw [hx]
    linear_combination (-(Real.exp (-e b * τ) * Real.exp (-e c * τ))) * hq
  have hanti : Antitone F := antitone_of_deriv_nonpos
    (fun τ => (hder τ).differentiableAt)
    (fun τ => by rw [(hder τ).deriv]; exact neg_nonpos.mpr (sq_nonneg _))
  have hlim : Tendsto F atTop (𝓝 0) := by
    have h : Tendsto F atTop (𝓝 (∑ b ∈ t, ∑ c ∈ t, (0 : ℝ))) := by
      rw [hF]
      refine tendsto_finsetSum _ fun b hb => tendsto_finsetSum _ fun c hc => ?_
      have hk := add_pos (he b hb) (he c hc)
      have h2 : Tendsto (fun τ : ℝ => -(e b + e c) * τ) atTop atBot :=
        tendsto_id.const_mul_atTop_of_neg (neg_lt_zero.mpr hk)
      have h3 := (Real.tendsto_exp_atBot.comp h2).const_mul (g b * g c / (e b + e c))
      rw [mul_zero] at h3
      exact h3
    simpa using h
  have hnn : ∀ τ, 0 ≤ F τ := fun τ => hanti.le_of_tendsto hlim τ
  have hF0 : F 0 = ∑ b ∈ t, ∑ c ∈ t, g b * g c / (e b + e c) := by
    rw [hF]; simp only [mul_zero, Real.exp_zero, mul_one]
  rw [← hF0]
  refine ⟨hnn 0, fun hne => lt_of_le_of_ne (hnn 0) fun h0 => hne ?_⟩
  -- a zero at the origin would be a minimum, where the derivative vanishes
  have hmin : IsLocalMin F 0 := Filter.Eventually.of_forall fun τ => by
    rw [← h0]; exact hnn τ
  have hz := hmin.hasDerivAt_eq_zero (hder 0)
  simpa using hz
```

Fix $E_b>0$ and apply the mirror to $f(x)=1/(E_b-x)$ for $x<0$, and zero otherwise. The negative levels become positive ones. With $g_b=u_b(i)u_b(j)$ and $(s_is_j)^2=1$,

$$s_is_jP_{ij}=\sum_{E_b,E_c>0}\frac{g_bg_c}{E_b+E_c}.$$

```lean
/-- For a chiral Hamiltonian, the particle-hole sum times the two sublattice signs is a
quadratic form over the positive levels alone. -/
theorem signed_sum_eq {s E : n → ℝ} {H : Matrix n n ℝ} {u : n → n → ℝ}
    (hH : IsChiral s H) (hu : IsEigenbasis H E u) (i j : n) :
    s i * s j * particleHoleSum E u i j =
      ∑ b ∈ Finset.univ.filter (fun b => 0 < E b),
        ∑ c ∈ Finset.univ.filter (fun c => 0 < E c),
          (u b i * u b j) * (u c i * u c j) / (E b + E c) := by
  have hs : (s i * s j) * (s i * s j) = 1 := by
    rcases hH.sign i with h1 | h1 <;> rcases hH.sign j with h2 | h2 <;> norm_num [h1, h2]
  have hswap : particleHoleSum E u i j = ∑ b, ∑ a, if E a < 0 ∧ 0 < E b then
      u a i * u b i * u a j * u b j / (E b - E a) else 0 := Finset.sum_comm
  rw [hswap, Finset.mul_sum, Finset.sum_filter]
  refine Finset.sum_congr rfl fun b _ => ?_
  by_cases hb : 0 < E b
  · -- mirror the negative levels at fixed positive level b
    have hm := spectral_mirror hH hu (fun x => if x < 0 then 1 / (E b - x) else 0) i j
    beta_reduce at hm
    have hl : (∑ a, if E a < 0 ∧ 0 < E b then
        u a i * u b i * u a j * u b j / (E b - E a) else 0) = u b i * u b j *
        ∑ a, (if E a < 0 then 1 / (E b - E a) else 0) * (u a i * u a j) := by
      rw [Finset.mul_sum]
      refine Finset.sum_congr rfl fun a _ => ?_
      by_cases ha : E a < 0
      · rw [if_pos ⟨ha, hb⟩, if_pos ha]; ring
      · rw [if_neg (fun h => ha h.1), if_neg ha]; ring
    have hr : ∑ c ∈ Finset.univ.filter (fun c => 0 < E c),
        (u b i * u b j) * (u c i * u c j) / (E b + E c) = u b i * u b j *
        ∑ c, (if -E c < 0 then 1 / (E b - -E c) else 0) * (u c i * u c j) := by
      rw [Finset.sum_filter, Finset.mul_sum]
      refine Finset.sum_congr rfl fun c _ => ?_
      by_cases hc : 0 < E c
      · rw [if_pos hc, if_pos (neg_lt_zero.mpr hc), sub_neg_eq_add]; ring
      · rw [if_neg hc, if_neg (fun h => hc (neg_lt_zero.mp h))]; ring
    rw [if_pos hb, hl, hr, hm,
      show ∀ x y z : ℝ, x * (y * (x * z)) = (x * x) * (y * z) from
        fun x y z => by ring, hs, one_mul]
  · rw [if_neg hb, Finset.sum_eq_zero (fun a _ => if_neg (fun h => hb h.2)), mul_zero]
```

The kernel result now gives $s_is_jP_{ij}\ge0$. The mirror applied to a step function gives $\rho_{ij}=s_is_j\sum_{E_b>0}g_b$, so $\rho_{ij}\ne0$ makes the inequality strict. For invertible $H$, completeness makes $\rho_{ij}$ vanish between distinct sites of one sublattice, so this criterion applies there only for $i=j$, although $P_{ij}$ may be positive for $i\ne j$ too.

```lean
/-- Sublattice sign rule: for a chiral Hamiltonian the particle-hole sum between two sites,
times their sublattice signs, is nonnegative. It is positive if the density matrix of the
negative levels is nonzero between the two sites. -/
theorem sublattice_sign_rule {s E : n → ℝ} {H : Matrix n n ℝ} {u : n → n → ℝ}
    (hH : IsChiral s H) (hu : IsEigenbasis H E u) (i j : n) :
    0 ≤ s i * s j * particleHoleSum E u i j ∧
      (densityMatrix E u i j ≠ 0 → 0 < s i * s j * particleHoleSum E u i j) := by
  have hk := energy_kernel_nonneg (Finset.univ.filter (fun b => 0 < E b))
    (fun b => u b i * u b j) E (fun b hb => (Finset.mem_filter.mp hb).2)
  rw [signed_sum_eq hH hu i j]
  refine ⟨hk.1, fun h => hk.2 fun h0 => h ?_⟩
  rw [Finset.sum_filter] at h0
  have hm := spectral_mirror hH hu (fun x => if x < 0 then 1 else 0) i j
  simp only [neg_lt_zero, ite_mul, one_mul, zero_mul] at hm
  rw [densityMatrix, hm, h0, mul_zero]
```

Expanding the square in $E^{(2)}$ and exchanging the finite sums gives $E^{(2)}=-2\sum_{ij}h_ih_jP_{ij}$. Now let the classical spins couple weakly, all with the same exchange constant, to non-interacting electrons on a finite half-filled lattice whose Hamiltonian is chiral and has no zero modes. A nonzero indirect (RKKY) coupling between two spins then favours parallel alignment on the same sublattice and antiparallel alignment on opposite ones.

```lean
omit [DecidableEq n] in
/-- The second-order energy is a pair interaction between the local fields, with the
particle-hole sum as coupling. -/
theorem exchangeEnergy_eq (E : n → ℝ) (u : n → n → ℝ) (h : n → ℝ) :
    exchangeEnergy E u h = -2 * ∑ i, ∑ j, h i * h j * particleHoleSum E u i j := by
  have hswap : ∀ Y : n → n → n → n → ℝ, ∑ i, ∑ j, ∑ a, ∑ b, Y i j a b =
      ∑ a, ∑ b, ∑ i, ∑ j, Y i j a b := by
    intro Y
    calc _ = ∑ i, ∑ a, ∑ j, ∑ b, Y i j a b :=
          Finset.sum_congr rfl fun i _ => Finset.sum_comm
      _ = ∑ a, ∑ i, ∑ j, ∑ b, Y i j a b := Finset.sum_comm
      _ = ∑ a, ∑ i, ∑ b, ∑ j, Y i j a b :=
          Finset.sum_congr rfl fun a _ => Finset.sum_congr rfl fun i _ => Finset.sum_comm
      _ = _ := Finset.sum_congr rfl fun a _ => Finset.sum_comm
  unfold exchangeEnergy particleHoleSum
  congr 1
  simp only [Finset.mul_sum]
  rw [hswap]
  refine Finset.sum_congr rfl fun a _ => Finset.sum_congr rfl fun b _ => ?_
  by_cases hab : E a < 0 ∧ 0 < E b
  · simp only [if_pos hab]
    rw [sq, Finset.sum_mul_sum, Finset.sum_div]
    refine Finset.sum_congr rfl fun i _ => ?_
    rw [Finset.sum_div]
    refine Finset.sum_congr rfl fun j _ => ?_
    ring
  · simp only [if_neg hab, mul_zero, Finset.sum_const_zero]
```

If $|h_i|\le J$ at every site, then $s_is_jh_ih_j\le J^2$, and

$$h_ih_jP_{ij}=(s_is_jh_ih_j)(s_is_jP_{ij})\le J^2s_is_jP_{ij}.$$

Summing and multiplying by $-2$ shows that the staggered field $Js_i$ attains the minimum. Other fields may attain it too.

```lean
/-- For a chiral Hamiltonian, among all local fields of strength at most `J` the staggered
field `J * s i` gives the lowest second-order energy. -/
theorem staggered_field_minimises {s E : n → ℝ} {H : Matrix n n ℝ} {u : n → n → ℝ}
    (hH : IsChiral s H) (hu : IsEigenbasis H E u) (J : ℝ) (h : n → ℝ)
    (hJ : ∀ i, |h i| ≤ J) :
    exchangeEnergy E u (fun i => J * s i) ≤ exchangeEnergy E u h := by
  rw [exchangeEnergy_eq, exchangeEnergy_eq]
  have key : ∑ i, ∑ j, h i * h j * particleHoleSum E u i j ≤
      ∑ i, ∑ j, (J * s i) * (J * s j) * particleHoleSum E u i j := by
    refine Finset.sum_le_sum fun i _ => Finset.sum_le_sum fun j _ => ?_
    have hs : (s i * s j) * (s i * s j) = 1 := by
      rcases hH.sign i with h1 | h1 <;> rcases hH.sign j with h2 | h2 <;>
        norm_num [h1, h2]
    obtain ⟨hi1, hi2⟩ := abs_le.mp (hJ i)
    obtain ⟨hj1, hj2⟩ := abs_le.mp (hJ j)
    have hb : s i * s j * (h i * h j) ≤ J * J := by
      have p1 := mul_nonneg (sub_nonneg.mpr hi2) (sub_nonneg.mpr hj2)
      have p2 := mul_nonneg (sub_nonneg.mpr hi1) (sub_nonneg.mpr hj1)
      have p3 := mul_nonneg (sub_nonneg.mpr hi2) (sub_nonneg.mpr hj1)
      have p4 := mul_nonneg (sub_nonneg.mpr hi1) (sub_nonneg.mpr hj2)
      rcases hH.sign i with h1 | h1 <;> rcases hH.sign j with h2 | h2 <;>
        rw [h1, h2] <;> nlinarith
    calc h i * h j * particleHoleSum E u i j
        = (s i * s j * (h i * h j)) * (s i * s j * particleHoleSum E u i j) := by
          linear_combination (-(h i * h j * particleHoleSum E u i j)) * hs
      _ ≤ (J * J) * (s i * s j * particleHoleSum E u i j) :=
          mul_le_mul_of_nonneg_right hb (sublattice_sign_rule hH hu i j).1
      _ = _ := by ring
  linarith
```

A dimer with hopping $t>0$ has energies $\mp t$ and orbitals $(1,\pm1)/\sqrt2$. The product of the four amplitudes is $-1/4$ and the excitation energy is $2t$, so $P_{01}=-1/(8t)$, negative between opposite sublattices.

```lean
/-- The dimer with hopping `t > 0` is chiral, has the bonding and antibonding orbitals as
eigenbasis, and its particle-hole sum between the two sites is `-1 / (8 t)`. -/
theorem dimer_witness {t : ℝ} (ht : 0 < t) :
    IsChiral ![1, -1] !![0, -t; -t, 0] ∧
    IsEigenbasis !![0, -t; -t, 0] ![-t, t]
      ![![Real.sqrt 2 / 2, Real.sqrt 2 / 2], ![Real.sqrt 2 / 2, -(Real.sqrt 2 / 2)]] ∧
    particleHoleSum ![-t, t]
      ![![Real.sqrt 2 / 2, Real.sqrt 2 / 2], ![Real.sqrt 2 / 2, -(Real.sqrt 2 / 2)]] 0 1
      = -1 / (8 * t) := by
  have hc : (Real.sqrt 2 / 2) * (Real.sqrt 2 / 2) = 1 / 2 := by
    have h := Real.mul_self_sqrt (show (0 : ℝ) ≤ 2 by norm_num)
    linear_combination h / 4
  generalize Real.sqrt 2 / 2 = c at *
  refine ⟨⟨?_, ?_⟩, ⟨?_, ?_⟩, ?_⟩
  · intro i
    fin_cases i <;> simp
  · ext i j
    rw [mul_diagonal, diagonal_mul, Matrix.neg_apply]
    fin_cases i <;> fin_cases j <;> simp
  · intro a b
    fin_cases a <;> fin_cases b <;> simp [dotProduct, Fin.sum_univ_two] <;> linarith
  · intro a
    ext i
    fin_cases a <;> fin_cases i <;> simp [Matrix.mulVec, dotProduct, Fin.sum_univ_two]
  · have hP : particleHoleSum ![-t, t] ![![c, c], ![c, -c]] 0 1 =
        c * c * c * (-c) / (t - -t) := by
      simp [particleHoleSum, Fin.sum_univ_two, ht, not_lt.mpr ht.le]
    rw [hP, show c * c * c * (-c) = -(1 / 4) by linear_combination (-(c * c) - 1 / 2) * hc,
      show t - -t = 2 * t by ring, div_eq_div_iff (by positivity) (by positivity)]
    ring

end

end BipartiteResponse
```

```lean
#print axioms BipartiteResponse.isChiral_of_bipartite
-- 'BipartiteResponse.isChiral_of_bipartite' depends on axioms: [propext, Classical.choice, Quot.sound]
#print axioms BipartiteResponse.sublattice_sign_rule
-- 'BipartiteResponse.sublattice_sign_rule' depends on axioms: [propext, Classical.choice, Quot.sound]
#print axioms BipartiteResponse.staggered_field_minimises
-- 'BipartiteResponse.staggered_field_minimises' depends on axioms: [propext, Classical.choice, Quot.sound]
```
